# With positive gaps, dipole-dipole dispersion energy is negative if one molecule has a nonzero transition dipole and the other's span space

## Molecules as lists of dipoles and gaps

Each molecule is represented here by a finite list of real transition dipoles with their excitation gaps, and not by a Hamiltonian or wavefunctions. Molecule A has dipoles u_m in ℝ³ and gaps a_m > 0; molecule B has dipoles v_n and gaps b_n > 0. The molecules are a distance R > 0 apart along a unit vector e. In units where the Coulomb prefactor is 1, the dispersion part of the second-order dipole-dipole energy is

E = −Σ_m Σ_n (u_m · T v_n)² / (R⁶(a_m + b_n)), with T = 1 − 3eeᵀ.

This formula is the starting definition; perturbation theory is not derived. Continuum states, higher multipoles, overlap and retardation are left out.

## Why some pair must couple

The tensor acts by

T x = x − 3(e·x)e,

so x · T y = x·y − 3(e·x)(e·y), which is symmetric in x and y.

If T x = 0, taking the dot product with e gives −2(e·x) = 0. Hence e·x = 0, and then x = T x = 0.

Suppose some u = u_m is nonzero and the v_n span ℝ³. If u · T v_n = 0 for every n, then (T u) · v_n = 0 for every n, so T u is orthogonal to all of ℝ³, including itself. Thus T u = 0 and u = 0, a contradiction. Some pair therefore couples. Every term of the double sum is nonnegative and that pair's term is positive, so E < 0.

## When spanning is necessary

For any family on A with at least one nonzero dipole, spanning is sufficient. It becomes necessary if every nonzero single dipole on A is to be attracted. If the v_n do not span, choose w ≠ 0 orthogonal to all of them and set

u = w − (3/2)(e·w)e.

Then e·u = −(1/2)(e·w), so T u = w. Hence u ≠ 0, yet u · T v_n = w · v_n = 0 for all n, and E = 0.

Suppose that, in this finite dipole model, B's full list of dipoles spans space. A truncation of the list that leaves only dipoles in one plane then gives zero energy for some nonzero dipole on A that the full list attracts.

## The isotropic case and a numerical example

Let each molecule have three dipoles along the coordinate axes, of sizes p and q, with common gaps a and b. Since Σ e_m² = 1,

Σ_m Σ_n (δ_mn − 3e_m e_n)² = 3 − 6 + 9 = 6,

and E R⁶(a + b) = −6p²q² for every axis. With the polarizabilities α = 2p²/a and β = 2q²/b, this is London's formula E = −(3/2)αβ ab/((a + b)R⁶).

For numbers, take e = (0,0,1), so T = diag(1,1,−2), and a single dipole u = (1,0,1) on A. With the three unit coordinate vectors on B, the couplings are 1, 0 and −2. For R = 2 and all gaps 1,

E = −(1 + 0 + 4)/(64·2) = −5/128.

If B has only v = (2,0,1), then T v = (2,0,−2) and u · T v = 0: the energy vanishes although the dipoles are not perpendicular.

The coupling argument also works with any invertible real 3×3 matrix M in place of T: if u · M v_n = 0 for all n, then Mᵀu = 0 and u = 0.

## The statement in Lean

Dipoles have type `Fin 3 → ℝ`, and the finite types `ι` and `κ` index the two lists. The symbols `⬝ᵥ` and `*ᵥ` are the dot product and the matrix-vector product. In `dispersionEnergy_neg`, `ha` and `hb` make the gaps positive, `hu` supplies a nonzero dipole on A, `hv` says that B's dipoles span, and `he` makes the axis a unit vector. A single dipole on A is a family indexed by `Unit`.

```lean
import Mathlib

open Matrix

namespace LondonDispersion

noncomputable section

/-- The orientation tensor `1 - 3 e eᵀ` of the dipole-dipole interaction along the axis `e`. -/
def dipoleTensor (e : Fin 3 → ℝ) : Matrix (Fin 3) (Fin 3) ℝ :=
  1 - (3 : ℝ) • Matrix.vecMulVec e e

/-- The second-order dipole-dipole dispersion energy of two molecules with transition dipoles
`u`, `v` and excitation gaps `a`, `b`, at distance `R` along the axis `e`. -/
def dispersionEnergy {ι κ : Type*} [Fintype ι] [Fintype κ]
    (u : ι → Fin 3 → ℝ) (v : κ → Fin 3 → ℝ) (a : ι → ℝ) (b : κ → ℝ)
    (e : Fin 3 → ℝ) (R : ℝ) : ℝ :=
  -∑ m, ∑ n, (u m ⬝ᵥ (dipoleTensor e *ᵥ v n)) ^ 2 / (R ^ 6 * (a m + b n))

/-- The orientation tensor sends `x` to `x - 3 (e · x) e`, for any vector `e`. -/
theorem dipoleTensor_mulVec (e x : Fin 3 → ℝ) :
    dipoleTensor e *ᵥ x = x - (3 * (e ⬝ᵥ x)) • e := by
  ext i
  have h : (Matrix.vecMulVec e e *ᵥ x) i = e i * (e ⬝ᵥ x) := by
    simp only [Matrix.mulVec, dotProduct, Matrix.vecMulVec_apply, Finset.mul_sum, mul_assoc]
  simp only [dipoleTensor, Matrix.sub_mulVec, Matrix.one_mulVec, Matrix.smul_mulVec,
    Pi.sub_apply, Pi.smul_apply, smul_eq_mul, h]
  ring

/-- The orientation tensor may act on either of the two coupled dipoles. -/
theorem dipoleTensor_symm (e x y : Fin 3 → ℝ) :
    x ⬝ᵥ (dipoleTensor e *ᵥ y) = (dipoleTensor e *ᵥ x) ⬝ᵥ y := by
  simp only [dipoleTensor_mulVec, dotProduct, Fin.sum_univ_three, Pi.sub_apply,
    Pi.smul_apply, smul_eq_mul]
  ring

/-- For a unit axis, only the zero dipole is sent to zero by the orientation tensor. -/
theorem eq_zero_of_dipoleTensor {e : Fin 3 → ℝ} (he : e ⬝ᵥ e = 1) {x : Fin 3 → ℝ}
    (hx : dipoleTensor e *ᵥ x = 0) : x = 0 := by
  rw [dipoleTensor_mulVec] at hx
  -- the component along the axis vanishes first, then the whole vector
  have h : e ⬝ᵥ (x - (3 * (e ⬝ᵥ x)) • e) = 0 := by rw [hx, dotProduct_zero]
  rw [dotProduct_sub, dotProduct_smul, he, smul_eq_mul] at h
  have h0 : e ⬝ᵥ x = 0 := by linarith
  rw [h0] at hx
  simpa using hx

/-- For a unit axis, every vector is the image of some dipole under the orientation tensor. -/
theorem dipoleTensor_surjective {e : Fin 3 → ℝ} (he : e ⬝ᵥ e = 1) (w : Fin 3 → ℝ) :
    ∃ x, dipoleTensor e *ᵥ x = w := by
  refine ⟨w - (3 / 2 * (e ⬝ᵥ w)) • e, ?_⟩
  have h : e ⬝ᵥ (w - (3 / 2 * (e ⬝ᵥ w)) • e) = -(1 / 2) * (e ⬝ᵥ w) := by
    rw [dotProduct_sub, dotProduct_smul, he, smul_eq_mul]
    ring
  rw [dipoleTensor_mulVec, h]
  module

/-- For a unit axis, a nonzero dipole couples to at least one member of any family of dipoles
spanning space. -/
theorem exists_coupling_ne_zero {κ : Type*} {v : κ → Fin 3 → ℝ} {e u : Fin 3 → ℝ}
    (he : e ⬝ᵥ e = 1) (hu : u ≠ 0) (hv : Submodule.span ℝ (Set.range v) = ⊤) :
    ∃ n, u ⬝ᵥ (dipoleTensor e *ᵥ v n) ≠ 0 := by
  by_contra! h
  -- otherwise the transformed dipole is orthogonal to the whole span
  have key : ∀ x ∈ Submodule.span ℝ (Set.range v), (dipoleTensor e *ᵥ u) ⬝ᵥ x = 0 := by
    intro x hx
    induction hx using Submodule.span_induction with
    | mem y hy =>
      obtain ⟨n, rfl⟩ := hy
      rw [← dipoleTensor_symm]
      exact h n
    | zero => exact dotProduct_zero _
    | add y z _ _ hy hz => rw [dotProduct_add, hy, hz, add_zero]
    | smul c y _ hy => rw [dotProduct_smul, hy, smul_zero]
  have hself := key (dipoleTensor e *ᵥ u) (by rw [hv]; exact Submodule.mem_top)
  exact hu (eq_zero_of_dipoleTensor he (dotProduct_self_eq_zero.mp hself))

/-- With positive gaps, the dispersion energy is strictly negative at every positive distance and
along every unit axis, if one molecule has a nonzero transition dipole and the transition dipoles of
the other span space. -/
theorem dispersionEnergy_neg {ι κ : Type*} [Fintype ι] [Fintype κ]
    {u : ι → Fin 3 → ℝ} {v : κ → Fin 3 → ℝ} {a : ι → ℝ} {b : κ → ℝ}
    (ha : ∀ m, 0 < a m) (hb : ∀ n, 0 < b n) (hu : ∃ m, u m ≠ 0)
    (hv : Submodule.span ℝ (Set.range v) = ⊤)
    {e : Fin 3 → ℝ} (he : e ⬝ᵥ e = 1) {R : ℝ} (hR : 0 < R) :
    dispersionEnergy u v a b e R < 0 := by
  obtain ⟨m, hm⟩ := hu
  obtain ⟨n, hn⟩ := exists_coupling_ne_zero he hm hv
  have hden : ∀ i j, 0 < R ^ 6 * (a i + b j) := fun i j =>
    mul_pos (pow_pos hR 6) (add_pos (ha i) (hb j))
  have hterm : ∀ i j,
      0 ≤ (u i ⬝ᵥ (dipoleTensor e *ᵥ v j)) ^ 2 / (R ^ 6 * (a i + b j)) := fun i j =>
    div_nonneg (sq_nonneg _) (hden i j).le
  -- no term is negative, and the pair (m, n) contributes a positive one
  unfold dispersionEnergy
  apply neg_lt_zero.mpr
  refine Finset.sum_pos' (fun i _ => Finset.sum_nonneg fun j _ => hterm i j)
    ⟨m, Finset.mem_univ m, ?_⟩
  exact Finset.sum_pos' (fun j _ => hterm m j)
    ⟨n, Finset.mem_univ n, div_pos (pow_pos (abs_pos.mpr hn) 2 |>.trans_eq (sq_abs _)) (hden m n)⟩

/-- At a given unit axis and positive distance, and with positive gaps, a molecule has negative
dispersion energy with every nonzero single transition dipole exactly when its own transition
dipoles span space. -/
theorem forall_dispersionEnergy_neg_iff {κ : Type*} [Fintype κ]
    {v : κ → Fin 3 → ℝ} {a : ℝ} {b : κ → ℝ} (ha : 0 < a) (hb : ∀ n, 0 < b n)
    {e : Fin 3 → ℝ} (he : e ⬝ᵥ e = 1) {R : ℝ} (hR : 0 < R) :
    (∀ u : Fin 3 → ℝ, u ≠ 0 →
      dispersionEnergy (fun _ : Unit => u) v (fun _ => a) b e R < 0) ↔
    Submodule.span ℝ (Set.range v) = ⊤ := by
  constructor
  · intro h
    by_contra hs
    -- a nonzero functional vanishes on all dipoles; write it as a dot product
    obtain ⟨f, hf, hker⟩ :=
      Submodule.exists_le_ker_of_lt_top _ (lt_top_iff_ne_top.mpr hs)
    obtain ⟨w, hw⟩ : ∃ w : Fin 3 → ℝ, ∀ x, f x = w ⬝ᵥ x := by
      refine ⟨fun i => f (Pi.single i 1), fun x => ?_⟩
      have hx : x = ∑ i, x i • (Pi.single i 1 : Fin 3 → ℝ) := by
        ext j
        fin_cases j <;> simp [Pi.single_apply]
      refine (congrArg f hx).trans ?_
      simp only [map_sum, map_smul, smul_eq_mul, dotProduct]
      exact Finset.sum_congr rfl fun i _ => mul_comm _ _
    obtain ⟨u, hu⟩ := dipoleTensor_surjective he w
    have hu0 : u ≠ 0 := by
      rintro rfl
      exact hf (LinearMap.ext fun x => by simp [hw, ← hu])
    have h0 : ∀ n, u ⬝ᵥ (dipoleTensor e *ᵥ v n) = 0 := by
      intro n
      rw [dipoleTensor_symm, hu, ← hw]
      exact LinearMap.mem_ker.mp (hker (Submodule.subset_span ⟨n, rfl⟩))
    have hneg := h u hu0
    simp [dispersionEnergy, h0] at hneg
  · intro hv u hu
    exact dispersionEnergy_neg (fun _ => ha) hb ⟨(), hu⟩ hv he hR

/-- For two molecules with three transition dipoles each along the coordinate axes, of sizes `p` and
`q` and with common positive gaps `a` and `b`, the dispersion energy times `R⁶ (a + b)` is `-6 p²
q²` for every axis. -/
theorem dispersionEnergy_isotropic (p q : ℝ) {a b : ℝ} (ha : 0 < a) (hb : 0 < b)
    {e : Fin 3 → ℝ} (he : e ⬝ᵥ e = 1) {R : ℝ} (hR : 0 < R) :
    dispersionEnergy (fun m : Fin 3 => p • (Pi.single m 1 : Fin 3 → ℝ))
      (fun n : Fin 3 => q • (Pi.single n 1 : Fin 3 → ℝ)) (fun _ => a) (fun _ => b) e R
      * (R ^ 6 * (a + b)) = -(6 * p ^ 2 * q ^ 2) := by
  have he' : e 0 * e 0 + e 1 * e 1 + e 2 * e 2 = 1 := by
    simpa only [dotProduct, Fin.sum_univ_three] using he
  -- the squared entries of the orientation tensor add up to six
  have h : ∑ m : Fin 3, ∑ n : Fin 3, ((p • (Pi.single m 1 : Fin 3 → ℝ)) ⬝ᵥ
      (dipoleTensor e *ᵥ (q • (Pi.single n 1 : Fin 3 → ℝ)))) ^ 2 = 6 * p ^ 2 * q ^ 2 := by
    simp only [dipoleTensor_mulVec, dotProduct, Fin.sum_univ_three, Pi.sub_apply,
      Pi.smul_apply, smul_eq_mul, Pi.single_apply, Fin.reduceEq, if_true, if_false]
    linear_combination
      p ^ 2 * q ^ 2 * (9 * (e 0 * e 0 + e 1 * e 1 + e 2 * e 2) + 3) * he'
  have hden : R ^ 6 * (a + b) ≠ 0 := (mul_pos (pow_pos hR 6) (add_pos ha hb)).ne'
  unfold dispersionEnergy
  simp only [← Finset.sum_div]
  rw [h, neg_mul, div_mul_cancel₀ _ hden]

end

end LondonDispersion
```

```lean
#print axioms LondonDispersion.dispersionEnergy_neg
#print axioms LondonDispersion.forall_dispersionEnergy_neg_iff
#print axioms LondonDispersion.dispersionEnergy_isotropic
```

```
'LondonDispersion.dispersionEnergy_neg' depends on axioms: [propext, Classical.choice, Quot.sound]
'LondonDispersion.forall_dispersionEnergy_neg_iff' depends on axioms: [propext, Classical.choice, Quot.sound]
'LondonDispersion.dispersionEnergy_isotropic' depends on axioms: [propext, Classical.choice, Quot.sound]
```

## How the proof follows the algebra

`dipoleTensor_mulVec` and `dipoleTensor_symm` give the action and symmetry of T; `eq_zero_of_dipoleTensor` and `dipoleTensor_surjective` give its trivial kernel and explicit preimage.

`exists_coupling_ne_zero` argues by contradiction. `Submodule.span_induction` extends orthogonality from the v_n to their span, and `key` is then applied to T u itself.

`dispersionEnergy_neg` uses `Finset.sum_pos'` twice, once for each sum, with the coupled pair as the positive term.

In `forall_dispersionEnergy_neg_iff`, failure to span yields a nonzero functional `f` vanishing on B's dipoles. Its values on the coordinate vectors form w, and surjectivity supplies u. The converse is the main theorem.

`dispersionEnergy_isotropic` expands the nine squared entries; `linear_combination` reduces their sum to 6p²q² using the unit length of e.
